# The 2l+1 coefficients of ((x+iy) + 2tz − t²(x−iy))^l in t are linearly independent solid harmonics

## Does one power of a quadratic in t give 2l+1 independent harmonics?

I would like to treat solid harmonics as complex polynomials in $x,y,z$, not as functions on a sphere, so that derivatives are purely algebraic. In that setting, I expand

$$G^l=\big((x+iy)+2tz-t^2(x-iy)\big)^l$$

in powers of $t$. For every natural number $l$, the coefficients of $t^0,\dots,t^{2l}$ should be harmonic, homogeneous of degree $l$ and linearly independent, and the power of $t$ should label the magnetic quantum number. Can this be made rigorous for all $l$ at once and machine-checked?

## Yes: a null gradient gives harmonicity, and a complex curve shows independence

Take $t$ as a formal variable too, so that $G$ is a polynomial in $t$ whose coefficients are polynomials in $x,y,z$. Write $u=x+iy$ and $v=x-iy$, so $G=u+2tz-t^2v$, and let $S_{l,k}$ be the coefficient of $t^k$ in $G^l$. Since $G$ has degree at most 2 in $t$, the power $G^l$ has no terms beyond $t^{2l}$.

**Homogeneity.** For $l=0$ the only non-zero coefficient is 1, of degree 0. Each coefficient of $G$ has degree 1 in $x,y,z$, so multiplying $G^l$ by $G$ raises the degree of every coefficient by one.

**Laplace's equation.** The gradient of $G$ does not depend on position:

$$\partial_xG=1-t^2,\qquad \partial_yG=i(1+t^2),\qquad \partial_zG=2t.$$

Hence $\partial_i^2G^l=l(l-1)G^{l-2}(\partial_iG)^2$ for $l\ge2$, and the second derivatives vanish for $l<2$. Summing over the axes gives the factor

$$(1-t^2)^2-(1+t^2)^2+4t^2=0.$$

So $\nabla^2G^l=0$, and each power of $t$ separately gives $\nabla^2S_{l,k}=0$.

**Angular momentum.** With $L_z=-i(x\partial_y-y\partial_x)$, one finds $L_zu=u$, $L_zv=-v$ and $L_zz=0$. Therefore

$$L_zG=u+t^2v=G-t\,\partial_tG.$$

For $l\ge1$ the power rule gives

$$L_zG^l=lG^{l-1}(G-t\,\partial_tG)=lG^l-t\,\partial_tG^l,$$

and for $l=0$ both ends are zero. The coefficient of $t^k$ reads $L_zS_{l,k}=(l-k)S_{l,k}$, so $m=l-k$ runs from $l$ down to $-l$.

**Independence.** Set $u=s^2$, $z=s$, $v=-1$, that is, $x=(s^2-1)/2$ and $y=-i(s^2+1)/2$. On this complex curve $x^2+y^2+z^2=uv+z^2=0$, and $G=s^2+2ts+t^2=(t+s)^2$. Thus

$$S_{l,k}\;\longmapsto\;\binom{2l}{k}s^{2l-k},\qquad 0\le k\le 2l.$$

These are non-zero multiples of distinct powers of $s$. If $\sum_kc_kS_{l,k}=0$, comparing powers of $s$ forces every $c_k$ to vanish.

The smallest cases show the pattern. For $l=0$ the single coefficient is 1. For $l=1$ the coefficients are $x+iy$, $2z$ and $-(x-iy)$, with $m=1,0,-1$.

The same chain-rule step shows that $(\mathbf a\cdot\mathbf r)^l$ is harmonic for any constant complex vector with $\mathbf a\cdot\mathbf a=0$, in any number of dimensions; the Lean code below treats only the family above.

```lean
import Mathlib

open MvPolynomial

namespace SolidHarmonicGenerating

noncomputable section

/-- Complex polynomials in the Cartesian coordinates x, y, z. -/
abbrev Poly3 := MvPolynomial (Fin 3) ℂ

/-- The combination x + iy. -/
def xPlus : Poly3 := X 0 + C Complex.I * X 1

/-- The combination x - iy. -/
def xMinus : Poly3 := X 0 - C Complex.I * X 1

/-- The quadratic a + b t + c t² in the bookkeeping variable t. -/
def quad (a b c : Poly3) : Polynomial Poly3 :=
  Polynomial.C a + Polynomial.C b * Polynomial.X + Polynomial.C c * Polynomial.X ^ 2

/-- The base of the generating function, (x + iy) + 2tz - t²(x - iy). -/
def gen : Polynomial Poly3 := quad xPlus (2 * X 2) (-xMinus)

/-- The coefficient of t^k in the l-th power of the base. -/
def solid (l k : ℕ) : Poly3 := (gen ^ l).coeff k

/-- The Laplacian, the sum of the three second partial derivatives. -/
def laplacian (p : Poly3) : Poly3 := ∑ i, pderiv i (pderiv i p)

/-- The angular momentum operator L_z = -i(x ∂/∂y - y ∂/∂x), in units of ħ. -/
def Lz : Derivation ℂ Poly3 Poly3 :=
  (-C Complex.I : Poly3) • ((X 0 : Poly3) • pderiv 1 - (X 1 : Poly3) • pderiv 0)

/-- The operator D, applied to each coefficient in t, sends P to P'. -/
def ActsAs (D : Derivation ℂ Poly3 Poly3) (P P' : Polynomial Poly3) : Prop :=
  ∀ k, D (P.coeff k) = P'.coeff k

/-- Product rule for a first-order operator acting on each coefficient in t. -/
theorem actsAs_mul {D : Derivation ℂ Poly3 Poly3} {P P' Q Q' : Polynomial Poly3}
    (hP : ActsAs D P P') (hQ : ActsAs D Q Q') : ActsAs D (P * Q) (P' * Q + P * Q') := by
  intro k
  rw [Polynomial.coeff_add, Polynomial.coeff_mul, Polynomial.coeff_mul, Polynomial.coeff_mul,
    map_sum, ← Finset.sum_add_distrib]
  refine Finset.sum_congr rfl fun i _ => ?_
  rw [Derivation.leibniz, hP i.1, hQ i.2, smul_eq_mul, smul_eq_mul]
  ring

/-- Power rule for a first-order operator acting on each coefficient in t. -/
theorem actsAs_pow {D : Derivation ℂ Poly3 Poly3} {P P' : Polynomial Poly3}
    (hP : ActsAs D P P') (n : ℕ) :
    ActsAs D (P ^ n) (Polynomial.C (n : Poly3) * P ^ (n - 1) * P') := by
  induction n with
  | zero =>
    intro k
    rw [pow_zero, Polynomial.coeff_one]
    split_ifs <;> simp
  | succ n ih =>
    have e : Polynomial.C ((n + 1 : ℕ) : Poly3) * P ^ (n + 1 - 1) * P'
        = Polynomial.C (n : Poly3) * P ^ (n - 1) * P' * P + P ^ n * P' := by
      rcases n with _ | m
      · simp
      · simp only [Nat.cast_add, Nat.cast_one, map_add, map_one, Nat.add_sub_cancel]
        ring
    rw [e, show P ^ (n + 1) = P ^ n * P from pow_succ P n]
    exact actsAs_mul ih hP

/-- A first-order operator acts on a quadratic in t through its three coefficients. -/
theorem actsAs_quad (D : Derivation ℂ Poly3 Poly3) (a b c : Poly3) :
    ActsAs D (quad a b c) (quad (D a) (D b) (D c)) := by
  intro k
  simp only [quad, Polynomial.coeff_add, Polynomial.coeff_C_mul, Polynomial.coeff_C,
    Polynomial.coeff_X, Polynomial.coeff_X_pow, map_add]
  split_ifs <;> simp

/-- If the base has constant slope a + b t + c t² along one axis, the second derivative of
each coefficient of its l-th power carries the square of that slope. -/
theorem second_derivative (i : Fin 3) {a b c : ℂ} (hu : pderiv i xPlus = C a)
    (hz : pderiv i (2 * X 2 : Poly3) = C b) (hv : pderiv i (-xMinus) = C c) (l k : ℕ) :
    pderiv i (pderiv i (solid l k)) =
      (Polynomial.C (l : Poly3) * Polynomial.C ((l - 1 : ℕ) : Poly3) * gen ^ (l - 1 - 1)
        * quad (C a) (C b) (C c) ^ 2).coeff k := by
  have hG : ActsAs (pderiv i) gen (quad (C a) (C b) (C c)) := by
    have h := actsAs_quad (pderiv i) xPlus (2 * X 2) (-xMinus)
    rw [hu, hz, hv] at h
    exact h
  have hS : ActsAs (pderiv i) (quad (C a) (C b) (C c)) 0 := by
    have h := actsAs_quad (pderiv i) (C a) (C b) (C c)
    have q0 : quad 0 0 0 = 0 := by simp [quad]
    rw [pderiv_C, pderiv_C, pderiv_C, q0] at h
    exact h
  have hN : ActsAs (pderiv i) (Polynomial.C (l : Poly3)) 0 := by
    intro k
    rw [Polynomial.coeff_C]
    split_ifs <;> simp
  have h1 := actsAs_pow hG l
  have h2 := actsAs_mul (actsAs_mul hN (actsAs_pow hG (l - 1))) hS
  rw [solid, h1 k, h2 k]
  refine congrArg (fun P : Polynomial Poly3 => P.coeff k) ?_
  ring

/-- Every coefficient of the generating function satisfies Laplace's equation. -/
theorem laplacian_solid (l k : ℕ) : laplacian (solid l k) = 0 := by
  have h0 := second_derivative 0 (a := 1) (b := 0) (c := -1)
    (by simp [xPlus, pderiv_X])
    (by simp [two_mul, pderiv_X])
    (by simp [xMinus, pderiv_X]) l k
  have h1 := second_derivative 1 (a := Complex.I) (b := 0) (c := Complex.I)
    (by simp [xPlus, pderiv_X])
    (by simp [two_mul, pderiv_X])
    (by simp [xMinus, pderiv_X]) l k
  have h2 := second_derivative 2 (a := 0) (b := 2) (c := 0)
    (by simp [xPlus, pderiv_X])
    (by rw [two_mul, map_add, pderiv_X_self, one_add_one_eq_two, map_ofNat])
    (by simp [xMinus, pderiv_X]) l k
  -- the gradient of the base is a null vector
  have hnull : quad (C 1) (C 0) (C (-1)) ^ 2 + quad (C Complex.I) (C 0) (C Complex.I) ^ 2
      + quad (C 0) (C 2) (C 0) ^ 2 = 0 := by
    have hI : (Polynomial.C (C Complex.I : Poly3)) ^ 2 = -1 := by
      rw [← map_pow, ← map_pow, Complex.I_sq]
      simp
    simp only [quad, map_one, map_zero, map_neg, map_ofNat]
    linear_combination (1 + Polynomial.X ^ 2) ^ 2 * hI
  rw [laplacian, Fin.sum_univ_three, h0, h1, h2, ← Polynomial.coeff_add,
    ← Polynomial.coeff_add, ← mul_add, ← mul_add, hnull, mul_zero, Polynomial.coeff_zero]

/-- Every coefficient of the l-th power is homogeneous of degree l in x, y, z. -/
theorem solid_isHomogeneous (l k : ℕ) : (solid l k).IsHomogeneous l := by
  have hu : xPlus.IsHomogeneous 1 :=
    (isHomogeneous_X ℂ 0).add (isHomogeneous_C_mul_X Complex.I 1)
  have hv : (-xMinus).IsHomogeneous 1 :=
    ((isHomogeneous_X ℂ 0).sub (isHomogeneous_C_mul_X Complex.I 1)).neg
  have hz : (2 * X 2 : Poly3).IsHomogeneous 1 := by
    rw [two_mul]
    exact (isHomogeneous_X ℂ 2).add (isHomogeneous_X ℂ 2)
  have hg : ∀ j, (gen.coeff j).IsHomogeneous 1 := by
    intro j
    simp only [gen, quad, Polynomial.coeff_add, Polynomial.coeff_C_mul, Polynomial.coeff_C,
      Polynomial.coeff_X, Polynomial.coeff_X_pow]
    refine (IsHomogeneous.add ?_ ?_).add ?_
    · split_ifs
      exacts [hu, isHomogeneous_zero _ _ _]
    · split_ifs
      · rw [mul_one]; exact hz
      · rw [mul_zero]; exact isHomogeneous_zero _ _ _
    · split_ifs
      · rw [mul_one]; exact hv
      · rw [mul_zero]; exact isHomogeneous_zero _ _ _
  unfold solid
  induction l generalizing k with
  | zero =>
    rw [pow_zero, Polynomial.coeff_one]
    split_ifs
    exacts [isHomogeneous_one _ _, isHomogeneous_zero _ _ _]
  | succ l ih =>
    rw [pow_succ, Polynomial.coeff_mul]
    exact IsHomogeneous.sum _ _ _ fun i _ => (ih i.1).mul (hg i.2)

/-- The coefficient of t^k is mapped by L_z to l - k times itself. -/
theorem Lz_solid (l k : ℕ) : Lz (solid l k) = ((l : ℂ) - k) • solid l k := by
  have hI : (C Complex.I : Poly3) ^ 2 = -1 := by
    rw [← map_pow, Complex.I_sq]
    simp
  have hL : ∀ p, Lz p = -C Complex.I * (X 0 * pderiv 1 p - X 1 * pderiv 0 p) := fun _ => rfl
  have hu : Lz xPlus = xPlus := by
    have a0 : pderiv 0 xPlus = 1 := by simp [xPlus, pderiv_X]
    have a1 : pderiv 1 xPlus = C Complex.I := by simp [xPlus, pderiv_X]
    rw [hL, a0, a1, xPlus]
    linear_combination (-X 0) * hI
  have hv : Lz (-xMinus) = xMinus := by
    have a0 : pderiv 0 (-xMinus) = -1 := by simp [xMinus, pderiv_X]
    have a1 : pderiv 1 (-xMinus) = C Complex.I := by simp [xMinus, pderiv_X]
    rw [hL, a0, a1, xMinus]
    linear_combination (-X 0) * hI
  have hz : Lz (2 * X 2) = 0 := by
    rw [hL]
    simp [two_mul, pderiv_X]
  have hG : ActsAs Lz gen (quad xPlus 0 xMinus) := by
    have h := actsAs_quad Lz xPlus (2 * X 2) (-xMinus)
    rw [hu, hz, hv] at h
    exact h
  -- on powers of the base, L_z acts as l - t d/dt
  have e : Polynomial.C (l : Poly3) * gen ^ (l - 1) * quad xPlus 0 xMinus
      = Polynomial.C (l : Poly3) * gen ^ l
        - Polynomial.X * Polynomial.derivative (gen ^ l) := by
    have hd : quad xPlus 0 xMinus = gen - Polynomial.X * Polynomial.derivative gen := by
      have h2 : Polynomial.C (2 : Poly3) = 2 := map_ofNat Polynomial.C 2
      simp [gen, quad, Polynomial.derivative_pow]
      linear_combination (-(Polynomial.C xMinus * Polynomial.X ^ 2)) * h2
    rw [Polynomial.derivative_pow, hd]
    rcases l with _ | m
    · simp
    · rw [Nat.add_sub_cancel]
      ring
  have ht : (Polynomial.X * Polynomial.derivative (gen ^ l)).coeff k
      = (k : Poly3) * (gen ^ l).coeff k := by
    rcases k with _ | m
    · simp
    · rw [Polynomial.coeff_X_mul, Polynomial.coeff_derivative]
      push_cast
      ring
  rw [solid, actsAs_pow hG l k, e, Polynomial.coeff_sub, Polynomial.coeff_C_mul, ht,
    smul_eq_C_mul, map_sub, map_natCast, map_natCast]
  ring

/-- Restriction to the complex null curve x + iy = s², z = s, x - iy = -1. -/
def nullCurve : Poly3 →+* Polynomial ℂ :=
  eval₂Hom Polynomial.C ![Polynomial.C (1 / 2) * (Polynomial.X ^ 2 - 1),
    Polynomial.C (-Complex.I / 2) * (Polynomial.X ^ 2 + 1), Polynomial.X]

/-- On the null curve the coefficient of t^k becomes binom(2l, k) s^(2l-k), with natural
subtraction in the exponent. -/
theorem nullCurve_solid (l k : ℕ) : nullCurve (solid l k) =
    Polynomial.C ((2 * l).choose k : ℂ) * Polynomial.X ^ (2 * l - k) := by
  have xC : nullCurve (C Complex.I) = Polynomial.C Complex.I := eval₂Hom_C _ _ _
  have x0 : nullCurve (X 0) = Polynomial.C (1 / 2) * (Polynomial.X ^ 2 - 1) :=
    eval₂Hom_X' _ _ _
  have x1 : nullCurve (X 1) = Polynomial.C (-Complex.I / 2) * (Polynomial.X ^ 2 + 1) :=
    eval₂Hom_X' _ _ _
  have x2 : nullCurve (X 2) = Polynomial.X := eval₂Hom_X' _ _ _
  have c1 : Polynomial.C Complex.I * Polynomial.C (-Complex.I / 2)
      = Polynomial.C (1 / 2 : ℂ) := by
    rw [← Polynomial.C_mul]
    exact congrArg _ (by linear_combination (-1 / 2) * Complex.I_sq)
  have c2 : Polynomial.C (1 / 2 : ℂ) + Polynomial.C (1 / 2 : ℂ) = 1 := by
    rw [← Polynomial.C_add, add_halves, map_one]
  have e1 : nullCurve xPlus = Polynomial.X ^ 2 := by
    rw [xPlus, map_add, map_mul, xC, x0, x1]
    linear_combination (Polynomial.X ^ 2 + 1) * c1 + Polynomial.X ^ 2 * c2
  have e2 : nullCurve xMinus = -1 := by
    rw [xMinus, map_sub, map_mul, xC, x0, x1]
    linear_combination -(Polynomial.X ^ 2 + 1) * c1 - c2
  -- the base becomes the perfect square (t + s)²
  have h : gen.map nullCurve = (Polynomial.X + Polynomial.C Polynomial.X) ^ 2 := by
    simp only [gen, quad, Polynomial.map_add, Polynomial.map_mul, Polynomial.map_pow,
      Polynomial.map_C, Polynomial.map_X]
    simp only [map_mul, map_ofNat, map_neg, map_pow, e1, e2, x2, neg_neg, map_one]
    ring
  rw [solid, ← Polynomial.coeff_map, Polynomial.map_pow, h, ← pow_mul,
    Polynomial.coeff_X_add_C_pow, mul_comm, map_natCast]

/-- The 2l+1 coefficients of t^0, ..., t^(2l) are linearly independent over ℂ. -/
theorem solid_linearIndependent (l : ℕ) :
    LinearIndependent ℂ (fun k : Fin (2 * l + 1) => solid l k) := by
  rw [Fintype.linearIndependent_iff]
  intro g hg j
  have hC : ∀ a : ℂ, nullCurve (C a) = Polynomial.C a := fun a => eval₂Hom_C _ _ _
  -- compare the coefficients of s^(2l-j) on the null curve
  have h := congrArg (fun p => (nullCurve p).coeff (2 * l - j)) hg
  simp only [map_sum, smul_eq_C_mul, map_mul, hC, nullCurve_solid, map_zero,
    Polynomial.finsetSum_coeff, Polynomial.coeff_zero, Polynomial.coeff_C_mul,
    Polynomial.coeff_X_pow] at h
  rw [Finset.sum_eq_single j] at h
  · rw [if_pos rfl, mul_one] at h
    have hj := j.isLt
    have hc : ((2 * l).choose j : ℂ) ≠ 0 :=
      Nat.cast_ne_zero.mpr (Nat.choose_pos (by omega)).ne'
    exact (mul_eq_zero.mp h).resolve_right hc
  · intro i _ hij
    have hne : (i : ℕ) ≠ j := fun h => hij (Fin.ext h)
    have hi := i.isLt
    have hj := j.isLt
    rw [if_neg (by omega), mul_zero, mul_zero]
  · intro hj
    exact absurd (Finset.mem_univ j) hj

/-- The l-th power of (x + iy) + 2tz - t²(x - iy) is a sum over t^0, ..., t^(2l) whose 2l+1
coefficients are linearly independent, homogeneous of degree l and harmonic, the k-th being
an eigenfunction of L_z with eigenvalue l - k. -/
theorem generating_function_solid_harmonics (l : ℕ) :
    gen ^ l = ∑ k ∈ Finset.range (2 * l + 1), Polynomial.C (solid l k) * Polynomial.X ^ k ∧
    LinearIndependent ℂ (fun k : Fin (2 * l + 1) => solid l k) ∧
    ∀ k : Fin (2 * l + 1), (solid l k).IsHomogeneous l ∧ laplacian (solid l k) = 0 ∧
      Lz (solid l k) = ((l : ℂ) - (k : ℕ)) • solid l k := by
  refine ⟨?_, solid_linearIndependent l, fun k =>
    ⟨solid_isHomogeneous l k, laplacian_solid l k, Lz_solid l k⟩⟩
  have hd : gen.natDegree ≤ 2 := by
    unfold gen quad
    compute_degree
  have hp : (gen ^ l).natDegree ≤ l * 2 := Polynomial.natDegree_pow_le_of_le l hd
  have h := Polynomial.as_sum_range' (gen ^ l) (2 * l + 1) (by omega)
  simp only [solid, Polynomial.C_mul_X_pow_eq_monomial]
  exact h

end

end SolidHarmonicGenerating
```

```lean
#print axioms SolidHarmonicGenerating.solid_linearIndependent
#print axioms SolidHarmonicGenerating.generating_function_solid_harmonics
```

```
'SolidHarmonicGenerating.solid_linearIndependent' depends on axioms: [propext, Classical.choice, Quot.sound]
'SolidHarmonicGenerating.generating_function_solid_harmonics' depends on axioms: [propext, Classical.choice, Quot.sound]
```

### What the theorem says about polynomials

The final theorem, `generating_function_solid_harmonics`, holds for every natural `l` and has no further hypotheses. It states that `gen ^ l` equals the sum of its coefficients times $t^0,\dots,t^{2l}$, that these $2l+1$ coefficients are linearly independent over $\mathbb C$, and that each is homogeneous of degree $l$, harmonic, and multiplied by $l-k$ under $L_z$. Independence also makes each coefficient non-zero, so it is a genuine eigenfunction.

`Poly3` is the ring of complex polynomials in three variables, with `X 0`, `X 1`, `X 2` standing for $x,y,z$. The variable $t$ is `Polynomial.X` over that ring, and `solid l k` is $S_{l,k}$. The derivatives `pderiv` are formal partial derivatives, `laplacian` sums the second ones, and `Lz` is in units of $\hbar$. The index type `Fin (2 * l + 1)` is the range $0\le k\le2l$.

In electronic structure, a pure Gaussian shell consists of solid harmonics of one degree $l$ multiplied by a common radial Gaussian or contracted sum of Gaussians, usually with real-valued combinations of the polynomials for $m$ and $-m$. Here the complex polynomials appear without the Gaussian and without normalisation, with the phases that the expansion happens to give. Orthogonality is not treated. Nor is the dimension of the space of harmonic polynomials homogeneous of degree $l$; that the coefficients span this space is a known fact that the theorem does not include.

### From coefficients in t to the four properties

`ActsAs D P P'` says that applying `D` to each coefficient of `P` gives `P'`. The lemmas `actsAs_mul` and `actsAs_pow` are the product and power rules in this form, and `actsAs_quad` handles a quadratic such as $G$.

`second_derivative` applies the power rule twice, using the constancy of the slope. `laplacian_solid` supplies the three slopes, and its step `hnull` is the cancellation of squares above, with `linear_combination` inserting $i^2=-1$.

`solid_isHomogeneous` is the induction on $l$. In `Lz_solid`, the steps `hu`, `hv` and `hz` compute $L_z$ on the coefficients of $G$, `e` is the identity with $t\,\partial_t$, and `ht` reads off the factor $k$.

`nullCurve` is the substitution along the curve, and `nullCurve_solid` obtains the binomial monomials from the perfect square. `solid_linearIndependent` applies the substitution to a vanishing combination and takes the coefficient of $s^{2l-j}$. Only the term with index $j$ survives, and its binomial factor is non-zero. The final theorem adds the degree bound in $t$ and collects the results.
